# The leading term of the Dunham coefficient $Y_{20}$ from cubic and quartic anharmonicity in a finite oscillator basis

A vibrating diatomic molecule does not have the evenly spaced levels of a harmonic oscillator, because its potential curve is not a parabola. The Lean file below computes the resulting level shift, with the cubic term of the curve taken to second order and the quartic term to first order, in a basis that reaches at least three states above the level in question.

```lean
import Mathlib

open Matrix

namespace DunhamPerturbation

noncomputable section

variable {N : ℕ}

/-- The dimensionless oscillator position matrix `q` in the lowest `N` harmonic states:
neighbouring states `k` and `k+1` are coupled by `√((k+1)/2)`. -/
def position (N : ℕ) : Matrix (Fin N) (Fin N) ℝ := Matrix.of fun i j =>
  if (j : ℕ) = (i : ℕ) + 1 then √(((i : ℕ) + 1 : ℝ) / 2)
  else if (i : ℕ) = (j : ℕ) + 1 then √(((j : ℕ) + 1 : ℝ) / 2) else 0

/-- The ladder amplitude `√(z/2)`, set to zero for negative `z`. -/
def amp (z : ℤ) : ℝ := √((z : ℝ) / 2)

/-- The basis row of the harmonic state `z`; it is zero if `z` is not among the `N` states. -/
def bra (N : ℕ) (z : ℤ) : Fin N → ℝ := fun i => if ((i : ℕ) : ℤ) = z then 1 else 0

/-- The squared ladder amplitude is `z/2` for `z ≥ 0`. -/
theorem amp_sq (z : ℤ) (h : 0 ≤ z) : amp z ^ 2 = (z : ℝ) / 2 := by
  have h' : (0 : ℝ) ≤ z := by exact_mod_cast h
  exact Real.sq_sqrt (by linarith)

/-- The ladder amplitude vanishes at and below zero. -/
theorem amp_of_nonpos (z : ℤ) (h : z ≤ 0) : amp z = 0 := by
  have h' : (z : ℝ) ≤ 0 := by exact_mod_cast h
  exact Real.sqrt_eq_zero_of_nonpos (by linarith)

/-- Multiplying a matrix by the basis row of state `i` picks out its row `i`. -/
theorem bra_vecMul (i : Fin N) (M : Matrix (Fin N) (Fin N) ℝ) (w : Fin N) :
    (bra N ((i : ℕ) : ℤ) ᵥ* M) w = M i w := by
  simp [bra, Matrix.vecMul, dotProduct, Fin.val_inj]

/-- The position matrix moves state `z < N` one step up, to `u`, and one step down, to `d`. -/
theorem bra_position (z u d : ℤ) (hz : z < N) (hu : u = z + 1) (hd : d = z - 1) :
    bra N z ᵥ* position N = amp u • bra N u + amp z • bra N d := by
  subst hu hd
  ext w
  simp only [Pi.add_apply, Pi.smul_apply, smul_eq_mul]
  rcases lt_or_ge z 0 with h | h
  · have hb : bra N z = 0 := by
      ext j
      simp [bra, show ¬ ((j : ℕ) : ℤ) = z by omega]
    rw [hb, Matrix.zero_vecMul, amp_of_nonpos (z + 1) (by omega), amp_of_nonpos z (by omega)]
    simp
  · lift z to ℕ using h
    refine (bra_vecMul (⟨z, by omega⟩ : Fin N) (position N) w).trans ?_
    rcases (show (w : ℕ) = z + 1 ∨ z = (w : ℕ) + 1 ∨
      ((w : ℕ) ≠ z + 1 ∧ z ≠ (w : ℕ) + 1) by omega) with h | h | h
    · simp (disch := omega) only [position, Matrix.of_apply, bra, amp, if_pos, if_neg]
      push_cast
      ring
    · have hr : (z : ℝ) = ((w : ℕ) : ℝ) + 1 := by exact_mod_cast h
      simp (disch := omega) only [position, Matrix.of_apply, bra, amp, if_pos, if_neg]
      push_cast
      rw [hr]
      ring
    · simp (disch := omega) only [position, Matrix.of_apply, bra, if_neg]
      ring

/-- The cubic operator `q³` couples state `z ≥ 0` only to `z ± 1` and `z ± 3`, with the
amplitudes shown, if the basis contains state `z + 3`. -/
theorem bra_cube (z : ℤ) (h0 : 0 ≤ z) (hz : z + 3 < N) :
    bra N z ᵥ* position N ^ 3 =
      (amp (z + 1) * amp (z + 2) * amp (z + 3)) • bra N (z + 3)
      + (3 * amp (z + 1) ^ 3) • bra N (z + 1) + (3 * amp z ^ 3) • bra N (z - 1)
      + (amp z * amp (z - 1) * amp (z - 2)) • bra N (z - 3) := by
  have e0 := bra_position (N := N) z (z + 1) (z - 1) (by omega) rfl rfl
  have e1 := bra_position (N := N) (z + 1) (z + 2) z (by omega) (by omega) (by omega)
  have e2 := bra_position (N := N) (z + 2) (z + 3) (z + 1) (by omega) (by omega) (by omega)
  have d1 := bra_position (N := N) (z - 1) z (z - 2) (by omega) (by omega) (by omega)
  have d2 := bra_position (N := N) (z - 2) (z - 1) (z - 3) (by omega) (by omega) (by omega)
  -- the three paths that end one step away add up to three equal contributions
  have up : amp (z + 2) ^ 2 + amp z ^ 2 = 2 * amp (z + 1) ^ 2 := by
    rw [amp_sq (z + 2) (by omega), amp_sq z h0, amp_sq (z + 1) (by omega)]
    push_cast
    ring
  have down : amp z * (amp (z + 1) ^ 2 + amp (z - 1) ^ 2 - 2 * amp z ^ 2) = 0 := by
    rcases le_or_gt z 0 with h | h
    · rw [amp_of_nonpos z h, zero_mul]
    · rw [amp_sq (z + 1) (by omega), amp_sq z h0, amp_sq (z - 1) (by omega)]
      push_cast
      ring
  have h3 : position N ^ 3 = position N * position N * position N := by rw [pow_succ, pow_two]
  rw [h3, ← Matrix.vecMul_vecMul, ← Matrix.vecMul_vecMul]
  simp only [e0, e1, e2, d1, d2, Matrix.add_vecMul, Matrix.smul_vecMul]
  ext w
  simp only [Pi.add_apply, Pi.smul_apply, smul_eq_mul]
  linear_combination amp (z + 1) * bra N (z + 1) w * up + bra N (z - 1) w * down

/-- The diagonal element of `q⁴` is `3n²/2 + 3/8` with `n = v + 1/2`, if the basis holds at
least `v + 4` states. -/
theorem fourth_diag (v : Fin N) (hv : (v : ℕ) + 4 ≤ N) :
    (position N ^ 4) v v = 3 / 2 * ((v : ℝ) + 1 / 2) ^ 2 + 3 / 8 := by
  have h4 : position N ^ 4 = position N ^ 3 * position N := pow_succ _ _
  have a0 : amp (v : ℤ) ^ 2 = (v : ℝ) / 2 := by simpa using amp_sq (v : ℤ) (by omega)
  have a1 : amp ((v : ℤ) + 1) ^ 2 = ((v : ℝ) + 1) / 2 := by
    simpa using amp_sq ((v : ℤ) + 1) (by omega)
  rw [← bra_vecMul v (position N ^ 4) v, h4, ← Matrix.vecMul_vecMul,
    bra_cube _ (by omega) (by omega)]
  simp only [Matrix.add_vecMul, Matrix.smul_vecMul]
  rw [bra_position ((v : ℤ) + 3) _ _ (by omega) rfl rfl,
    bra_position ((v : ℤ) + 1) _ _ (by omega) rfl rfl,
    bra_position ((v : ℤ) - 1) (v : ℤ) _ (by omega) (by omega) rfl,
    bra_position ((v : ℤ) - 3) _ _ (by omega) rfl rfl]
  simp (disch := omega) only [Pi.add_apply, Pi.smul_apply, smul_eq_mul, bra, if_pos, if_neg,
    ↓reduceIte]
  linear_combination 3 * (amp ((v : ℤ) + 1) ^ 2 + ((v : ℝ) + 1) / 2) * a1
    + 3 * (amp (v : ℤ) ^ 2 + (v : ℝ) / 2) * a0

/-- The second-order sum of `q³` over all other states is `-(15n²/4 + 7/16)` with `n = v + 1/2`,
if the basis holds at least `v + 4` states. -/
theorem cube_second_order (v : Fin N) (hv : (v : ℕ) + 4 ≤ N) :
    ∑ w ∈ Finset.univ.erase v, (position N ^ 3) v w ^ 2 / ((v : ℝ) - (w : ℝ))
      = -(15 / 4 * ((v : ℝ) + 1 / 2) ^ 2 + 7 / 16) := by
  obtain ⟨z, hz⟩ : ∃ z : ℤ, z = ((v : ℕ) : ℤ) := ⟨_, rfl⟩
  have hzr : (z : ℝ) = (v : ℝ) := by rw [hz]; simp
  have one : ∀ y : ℤ, 0 ≤ y → y < N → ∑ w, bra N y w = 1 := by
    intro y h0 h1
    obtain ⟨i, rfl⟩ : ∃ i : Fin N, ((i : ℕ) : ℤ) = y :=
      ⟨⟨y.toNat, by omega⟩, Int.toNat_of_nonneg h0⟩
    simp [bra, Fin.val_inj]
  -- each final state is reached by one amplitude only, so there are no cross terms
  have term : ∀ w : Fin N, (position N ^ 3) v w ^ 2 / ((v : ℝ) - (w : ℝ)) =
      (-(amp (z + 1) ^ 2 * amp (z + 2) ^ 2 * amp (z + 3) ^ 2) / 3) * bra N (z + 3) w
      + (-(9 * (amp (z + 1) ^ 2) ^ 3)) * bra N (z + 1) w
      + (9 * (amp z ^ 2) ^ 3) * bra N (z - 1) w
      + (amp z ^ 2 * amp (z - 1) ^ 2 * amp (z - 2) ^ 2 / 3) * bra N (z - 3) w := by
    intro w
    rw [← bra_vecMul v (position N ^ 3) w, ← hz, bra_cube z (by omega) (by omega), ← hzr]
    simp only [Pi.add_apply, Pi.smul_apply, smul_eq_mul]
    obtain ⟨d, hd⟩ : ∃ d : ℤ, ((w : ℕ) : ℤ) = z + d := ⟨(w : ℕ) - z, by ring⟩
    have hr : (w : ℝ) = z + d := by exact_mod_cast hd
    rcases (show d = 3 ∨ d = 1 ∨ d = -1 ∨ d = -3 ∨ (d ≠ 3 ∧ d ≠ 1 ∧ d ≠ -1 ∧ d ≠ -3) by omega)
      with rfl | rfl | rfl | rfl | h <;>
    · simp (disch := omega) only [bra, if_pos, if_neg, hr]
      push_cast
      ring
  -- downward steps that would leave the ladder carry zero amplitude
  have down1 : 9 * (amp z ^ 2) ^ 3 * ∑ w, bra N (z - 1) w = 9 * (z : ℝ) ^ 3 / 8 := by
    rcases (show z = 0 ∨ 1 ≤ z by omega) with h | h
    · simp [h, amp_of_nonpos]
    · rw [one (z - 1) (by omega) (by omega), amp_sq z (by omega)]
      ring
  have down3 : amp z ^ 2 * amp (z - 1) ^ 2 * amp (z - 2) ^ 2 / 3 * ∑ w, bra N (z - 3) w
      = (z : ℝ) * (z - 1) * (z - 2) / 24 := by
    rcases (show z = 0 ∨ z = 1 ∨ z = 2 ∨ 3 ≤ z by omega) with h | h | h | h
    · simp [h, amp_of_nonpos]
    · simp [h, amp_of_nonpos]
    · simp [h, amp_of_nonpos]
    · rw [one (z - 3) (by omega) (by omega), amp_sq z (by omega), amp_sq (z - 1) (by omega),
        amp_sq (z - 2) (by omega)]
      push_cast
      ring
  rw [Finset.sum_erase]
  swap
  · simp
  rw [Finset.sum_congr rfl fun w _ => term w]
  simp only [Finset.sum_add_distrib, ← Finset.mul_sum]
  rw [down1, down3, one (z + 3) (by omega) (by omega), one (z + 1) (by omega) (by omega),
    amp_sq (z + 1) (by omega), amp_sq (z + 2) (by omega), amp_sq (z + 3) (by omega), ← hzr]
  push_cast
  ring

/-- The term `a0 a x^k` of the Dunham potential, with `a0 = ω²/(4B)` and displacement
`x = √(2B/ω) q`, for rotational constant `B > 0` and harmonic wavenumber `ω > 0`. -/
def dunhamTerm (B ω a : ℝ) (k N : ℕ) : Matrix (Fin N) (Fin N) ℝ :=
  (ω ^ 2 / (4 * B) * a) • (√(2 * B / ω) • position N) ^ k

/-- The shift of level `v`: cubic and quartic terms in first order and the cubic term in second
order, with harmonic energies `ω(v + 1/2)` in the denominators, for `B, ω > 0`. -/
def levelShift (B ω a1 a2 : ℝ) (v : Fin N) : ℝ :=
  dunhamTerm B ω a1 3 N v v + dunhamTerm B ω a2 4 N v v
    + ∑ w ∈ Finset.univ.erase v, dunhamTerm B ω a1 3 N v w ^ 2
      / (ω * ((v : ℝ) + 1 / 2) - ω * ((w : ℝ) + 1 / 2))

/-- For `B, ω > 0` and a basis of at least `v + 4` states, the shift `levelShift` is `c n² + d` with
`n = v + 1/2`, `c = (3/2) B (a2 - 5 a1²/4)` and `d = B (3 a2/8 - 7 a1²/32)`. -/
theorem levelShift_eq (B ω a1 a2 : ℝ) (hB : 0 < B) (hω : 0 < ω) (v : Fin N)
    (hv : (v : ℕ) + 4 ≤ N) :
    levelShift B ω a1 a2 v = 3 / 2 * B * (a2 - 5 / 4 * a1 ^ 2) * ((v : ℝ) + 1 / 2) ^ 2
      + B * (3 / 8 * a2 - 7 / 32 * a1 ^ 2) := by
  have hs : √(2 * B / ω) ^ 2 = 2 * B / ω := Real.sq_sqrt (by positivity)
  have hc : ∀ a k w, dunhamTerm B ω a k N v w
      = (ω ^ 2 / (4 * B) * a * √(2 * B / ω) ^ k) * (position N ^ k) v w := by
    intro a k w
    simp only [dunhamTerm, smul_pow, Matrix.smul_apply, smul_eq_mul]
    ring
  have diag : (position N ^ 3) v v = 0 := by
    rw [← bra_vecMul v (position N ^ 3) v, bra_cube _ (by omega) (by omega)]
    simp (disch := omega) only [Pi.add_apply, Pi.smul_apply, smul_eq_mul, bra, if_neg]
    ring
  -- the weights of the quartic and cubic contributions
  have w4 : ω ^ 2 / (4 * B) * √(2 * B / ω) ^ 4 = B := by
    rw [show √(2 * B / ω) ^ 4 = (√(2 * B / ω) ^ 2) ^ 2 by ring, hs]
    field_simp
    norm_num
  have w3 : (ω ^ 2 / (4 * B) * a1 * √(2 * B / ω) ^ 3) ^ 2 / ω = B * a1 ^ 2 / 2 := by
    rw [show (ω ^ 2 / (4 * B) * a1 * √(2 * B / ω) ^ 3) ^ 2
      = (ω ^ 2 / (4 * B) * a1) ^ 2 * (√(2 * B / ω) ^ 2) ^ 3 by ring, hs]
    field_simp
    ring
  have hsum : ∑ w ∈ Finset.univ.erase v, dunhamTerm B ω a1 3 N v w ^ 2
      / (ω * ((v : ℝ) + 1 / 2) - ω * ((w : ℝ) + 1 / 2)) = B * a1 ^ 2 / 2 *
        ∑ w ∈ Finset.univ.erase v, (position N ^ 3) v w ^ 2 / ((v : ℝ) - (w : ℝ)) := by
    rw [Finset.mul_sum]
    refine Finset.sum_congr rfl fun w _ => ?_
    rw [hc a1 3 w, show ω * ((v : ℝ) + 1 / 2) - ω * ((w : ℝ) + 1 / 2)
      = ω * ((v : ℝ) - (w : ℝ)) by ring, mul_pow, mul_div_mul_comm, w3]
  unfold levelShift
  rw [hsum, hc a1 3 v, hc a2 4 v, diag, fourth_diag v hv, cube_second_order v hv]
  linear_combination a2 * (3 / 2 * ((v : ℝ) + 1 / 2) ^ 2 + 3 / 8) * w4

/-- If `a2 = 7a1²/12`, with `B, ω > 0` and at least `v + 4` basis states, the shift is exactly
`-B a1² (v + 1/2)²`, without a constant term. -/
theorem levelShift_pure_quadratic (B ω a1 : ℝ) (hB : 0 < B) (hω : 0 < ω) (v : Fin N)
    (hv : (v : ℕ) + 4 ≤ N) :
    levelShift B ω a1 (7 / 12 * a1 ^ 2) v = -(B * a1 ^ 2) * ((v : ℝ) + 1 / 2) ^ 2 := by
  rw [levelShift_eq B ω a1 _ hB hω v hv]
  ring

end

end DunhamPerturbation
```

```lean
#print axioms DunhamPerturbation.levelShift_pure_quadratic
-- 'DunhamPerturbation.levelShift_pure_quadratic' depends on axioms: [propext, Classical.choice, Quot.sound]
```

## A level shift quadratic in $v+\tfrac12$

Let $v = 0, 1, 2, \dots$ number the vibrational levels and put $n = v + \tfrac12$. Let $B$ be the rotational constant at the equilibrium bond length and $\omega$ the harmonic wavenumber, both positive and in the same units, and let $a_1$ and $a_2$ be the dimensionless cubic and quartic coefficients of the potential. The main theorem, `levelShift_eq`, says that for a basis of $N \ge v+4$ oscillator states the shift of level $v$ is

$$\Delta_v = \tfrac32 B\left(a_2 - \tfrac54 a_1^2\right) n^2 + B\left(\tfrac38 a_2 - \tfrac{7}{32} a_1^2\right).$$

The coefficient of $n^2$ is the leading term of Dunham's $Y_{20}$. His full coefficient has further corrections, smaller by powers of $B/\omega$, which this order of perturbation theory does not reach.

The theorem `levelShift_pure_quadratic` treats the case $a_2 = \tfrac{7}{12}a_1^2$, where the constant term vanishes and $\Delta_v = -B a_1^2 n^2$. This relation between the coefficients is the one obeyed by a Morse curve expanded about its minimum.

## The molecule as a matrix

With $r$ the bond length, $r_e$ its equilibrium value and $x = (r-r_e)/r_e$, the potential is

$$V = a_0 x^2(1 + a_1 x + a_2 x^2), \qquad a_0 = \frac{\omega^2}{4B}, \qquad x = \sqrt{\frac{2B}{\omega}}\,q,$$

where $q$ is the dimensionless oscillator coordinate. The quadratic part is then $\omega q^2/2$, as it should be.

- `position N` is $q$ as a real $N\times N$ matrix, with $\sqrt{(k+1)/2}$ between states $k$ and $k+1$ and zeros elsewhere. Its indices have type `Fin N` and start at 0, so they are the quantum numbers themselves.
- `dunhamTerm B ω a k N` is the matrix of $a_0\,a\,x^k$, formed as a power of the truncated matrix.
- `levelShift B ω a1 a2 v` adds the diagonal elements of the cubic and quartic terms to the second-order sum for the cubic term. The state $v$ is removed from the sum by `Finset.univ.erase v`, and the denominators are differences of the harmonic energies $\omega(v+\tfrac12)$.

The perturbation formula is thus a definition: the file evaluates it and does not bound its distance from the true eigenvalues. The model is a single potential curve without rotation, cut off after the quartic term.

The condition $N \ge v+4$ ensures that state $v+3$ is present. With only $v+3$ basis states, the second-order sum would lose its contribution from $w = v+3$ and come out wrong.

## Walking up and down the ladder

Write $\alpha_z = \sqrt{z/2}$ for $z \ge 0$ and $\alpha_z = 0$ for $z<0$; this is `amp z`. Write $\langle z|$ for the basis row of state $z$, which is `bra N z`. Then

$$\langle z|\,q = \alpha_{z+1}\langle z+1| + \alpha_z\langle z-1|.$$

Three steps from $v$ end at $v\pm1$ or $v\pm3$. A single path leads to $v+3$, with amplitude $\alpha_{v+1}\alpha_{v+2}\alpha_{v+3}$. Three paths lead to $v+1$, and they add up to

$$\alpha_{v+1}\left(\alpha_{v+2}^2 + \alpha_{v+1}^2 + \alpha_v^2\right) = 3\alpha_{v+1}^3.$$

In the same way the amplitude to $v-1$ is $3\alpha_v^3$ and that to $v-3$ is $\alpha_v\alpha_{v-1}\alpha_{v-2}$. Downward steps that would leave the ladder have zero amplitude. Since $v$ itself is not reached, $(q^3)_{vv}=0$ and the cubic term has no first-order effect.

One more step back to $v$ gives

$$(q^4)_{vv} = 3\alpha_{v+1}^4 + 3\alpha_v^4 = \tfrac34\left[(v+1)^2 + v^2\right] = \tfrac32 n^2 + \tfrac38 .$$

For the second-order sum, square the four amplitudes and divide by $v-w = -3, -1, 1, 3$:

$$\sum_{w\ne v}\frac{(q^3)_{vw}^2}{v-w} = -\frac{(v+1)(v+2)(v+3)}{24} - \frac{9(v+1)^3}{8} + \frac{9v^3}{8} + \frac{v(v-1)(v-2)}{24}.$$

The two middle terms give $-\tfrac98\left(3n^2+\tfrac14\right)$ and the outer two give $-\tfrac38n^2 - \tfrac5{32}$. The total is $-\left(\tfrac{15}{4}n^2 + \tfrac7{16}\right)$.

It remains to restore the units. The quartic term carries the weight

$$\frac{\omega^2}{4B}\,a_2\left(\frac{2B}{\omega}\right)^2 = B a_2,$$

and the second-order cubic term carries

$$\frac1\omega\left(\frac{\omega^2 a_1}{4B}\right)^2\left(\frac{2B}{\omega}\right)^3 = \frac{B a_1^2}{2}.$$

Both are proportional to $B$ and independent of $\omega$, so the two contributions belong to the same order. Multiplying and adding gives $\Delta_v$.

## The same walk in Lean

The basis rows are labelled by integers, and a row outside the basis is zero. This lets `bra_position` state the ladder rule for every integer $z<N$, including the ground state and the top of the basis. Its proof compares entries, according to whether the final state lies one above $z$, one below it, or elsewhere.

The lemma `bra_cube` applies the rule three times. The identities `up` and `down` merge the three paths on each side, and `linear_combination` closes the equation. In `down` the prefactor $\alpha_z$ takes care of $z=0$, where the bracket alone would not vanish.

The lemma `fourth_diag` multiplies by $q$ once more and reads off entry $v$, using `amp_sq` to replace $\alpha_z^2$ by $z/2$.

In `cube_second_order`, the step `term` rewrites each summand as four weighted basis rows. No cross terms arise, because each final state is reached by only one of the four amplitudes. The steps `down1` and `down3` check that the polynomials for the downward terms also hold when $v-1$ or $v-3$ is negative. The state $v$ is put back into the sum with `Finset.sum_erase`, which is harmless because Lean sets division by zero to zero.

Finally, `levelShift_eq` establishes the weights as `w4` and `w3`, takes the cubic weight out of the sum in `hsum`, and inserts the two matrix results. The Morse-type case follows by substitution.

## From a computed curve to a band origin

An electronic-structure calculation supplies derivatives of the potential with respect to $r$ at $r_e$. Comparing Taylor coefficients gives

$$a_1 = \frac{r_e V'''}{3V''}, \qquad a_2 = \frac{r_e^2 V''''}{12 V''}.$$

For illustration, take $B = 2$ and $\omega = 2000\ \mathrm{cm^{-1}}$ with $a_1=-3$ and $a_2=6$. Then $Y_{20} = 3\,(6 - 11.25) = -15.75\ \mathrm{cm^{-1}}$ at this order. The constant term cancels in the interval between $v=0$ and $v=1$, which becomes $\omega + 2Y_{20} = 1968.5\ \mathrm{cm^{-1}}$. This is second-order vibrational perturbation theory for a single mode, on a curve kept to fourth order.
